# The trace of an idempotent complex matrix is its rank

Take a state space with two basis states and the matrix

$$P=\begin{pmatrix}1&c\\0&0\end{pmatrix},\qquad P\begin{pmatrix}x\\y\end{pmatrix}=\begin{pmatrix}x+cy\\0\end{pmatrix}.$$

Every output is a multiple of $(1,0)$, and $P$ leaves $(1,0)$ unchanged. It sends $(-c,1)$ to zero. In the basis formed by these two vectors $P$ is therefore $\mathrm{diag}(1,0)$, and its trace counts the one independent state that it selects. Changing the basis does not change the trace, so the original matrix also has trace 1, whatever $c$ is.

The physical question is how many independent states a projector selects. For any complex $N\times N$ matrix with $P^2=P$, Hermitian or not, the answer is $\operatorname{tr}P$. For electrons in a single determinant over a finite orthonormal spin-orbital basis, the one-particle density matrix is such a projector. It selects the space of occupied spin orbitals, and its trace, the electron number, is the dimension of that space.

In the Lean code `n` is the finite set of basis labels, not a number. Its size $N$ is `Fintype.card n`.

```lean
import Mathlib

open Matrix

namespace ProjectorTraceRank

variable {n : Type*} [Fintype n] [DecidableEq n]
```

## The selected subspace

Let $V=\{v: Pv=v\}$. If $Pa=a$ and $Pb=b$, then $P(a+b)=a+b$ and $P(\lambda a)=\lambda a$ for every complex $\lambda$. Also $P0=0$, so $V$ is a subspace. Its definition mentions neither rank nor trace. Vectors of type `n → ℂ` stand for states and need not be normalised; `*ᵥ` applies a matrix to a vector.

```lean
/-- The subspace selected by `P`: all states `v` that `P` leaves unchanged, `P v = v`. -/
def fixedStates (P : Matrix n n ℂ) : Submodule ℂ (n → ℂ) where
  carrier := {v | P *ᵥ v = v}
  add_mem' := by
    intro a b ha hb
    show P *ᵥ (a + b) = a + b
    rw [Matrix.mulVec_add, show P *ᵥ a = a from ha, show P *ᵥ b = b from hb]
  zero_mem' := Matrix.mulVec_zero P
  smul_mem' := by
    intro c a ha
    show P *ᵥ (c • a) = c • a
    rw [Matrix.mulVec_smul, show P *ᵥ a = a from ha]
```

If $P^2=P$, every output $Pw$ satisfies $P(Pw)=Pw$ and so lies in $V$. Conversely, a vector with $v=Pv$ is itself an output. The range of $P$ is therefore $V$, and the two branches of the proof are these two inclusions.

```lean
omit [DecidableEq n] in
/-- The states that an idempotent matrix `P` can produce are exactly those it leaves
unchanged. -/
theorem range_eq_fixedStates {P : Matrix n n ℂ} (hP : P * P = P) :
    LinearMap.range P.mulVecLin = fixedStates P := by
  ext v
  constructor
  · rintro ⟨w, rfl⟩
    show P *ᵥ (P *ᵥ w) = P *ᵥ w
    rw [Matrix.mulVec_mulVec, hP]
  · intro hv
    exact ⟨v, hv⟩
```

## Trace as dimension

Write any vector as $v=Pv+(1-P)v$. The first part lies in $V$. The second lies in the kernel of $P$, because $P(1-P)v=Pv-P^2v=0$. A vector in both subspaces satisfies $v=Pv=0$. A basis of $V$ and a basis of the kernel thus form a basis of the whole space. If these vectors are the columns of $B$, then

$$B^{-1}PB=\mathrm{diag}(\underbrace{1,\dots,1}_{\dim V},0,\dots,0),\qquad \operatorname{tr}P=\operatorname{tr}(B^{-1}PB)=\dim V.$$

In Lean, `h` records that $P$ maps everything into $V$ and fixes each vector of $V$. Mathlib's `h.trace` then supplies the dimension count, and the remaining rewrites turn the trace of the operator into the trace of the matrix. `Module.finrank` is the dimension, a natural number read here as a complex one.

```lean
/-- The trace of an idempotent matrix is the dimension of the subspace of states that it
leaves unchanged. -/
theorem trace_eq_finrank {P : Matrix n n ℂ} (hP : P * P = P) :
    P.trace = (Module.finrank ℂ (fixedStates P) : ℂ) := by
  -- `P` acts as a projection onto its space of unchanged states
  have h : LinearMap.IsProj (fixedStates P) (Matrix.toLin' P) := by
    refine ⟨fun v => ?_, fun v hv => ?_⟩
    · show P *ᵥ (Matrix.toLin' P v) = Matrix.toLin' P v
      rw [Matrix.toLin'_apply, Matrix.mulVec_mulVec, hP]
    · rw [Matrix.toLin'_apply]
      exact hv
  have ht := h.trace
  -- the trace of the operator is the trace of its matrix in the standard basis
  rw [LinearMap.trace_eq_matrix_trace ℂ (Pi.basisFun ℂ n),
    LinearMap.toMatrix_eq_toMatrix', LinearMap.toMatrix'_toLin'] at ht
  exact ht
```

The rank is the dimension of the range, and the range is $V$. Hence $\operatorname{tr}P=\operatorname{rank}P$.

```lean
/-- The trace of an idempotent matrix equals its rank. -/
theorem trace_eq_rank {P : Matrix n n ℂ} (hP : P * P = P) :
    P.trace = (P.rank : ℂ) := by
  rw [trace_eq_finrank hP, Matrix.rank, range_eq_fixedStates hP]
```

## The complement and the bound

The matrix $1-P$, with `1` the identity matrix, selects the states that $P$ annihilates. It is idempotent too:

$$(1-P)^2=1-2P+P^2=1-P.$$

```lean
/-- If `P` is idempotent, so is the complementary matrix `1 - P`. -/
theorem complement_idempotent {P : Matrix n n ℂ} (hP : P * P = P) :
    (1 - P) * (1 - P) = 1 - P := by
  rw [mul_sub, mul_one, sub_mul, one_mul, hP, sub_self, sub_zero]
```

Applying the trace formula to both matrices gives

$$\operatorname{rank}P+\operatorname{rank}(1-P)=\operatorname{tr}P+\operatorname{tr}(1-P)=\operatorname{tr}1=N.$$

Since $\operatorname{rank}(1-P)\ge 0$, the trace is an integer between $0$ and $N$. The theorem collects four statements: trace equals dimension, trace equals rank, the two ranks add up to $N$, and the trace is some natural number $k\le N$. The sum is first obtained between complex numbers (`hsum`) and then carried back to natural numbers (`hrank`); the rank serves as $k$.

```lean
/-- For an idempotent matrix `P`, the trace is the dimension of the subspace of unchanged states and
equals the rank; the ranks of `P` and `1 - P` add up to the number `Fintype.card n` of basis labels;
and the trace is a natural number between `0` and `Fintype.card n`. -/
theorem trace_counts_states {P : Matrix n n ℂ} (hP : P * P = P) :
    P.trace = (Module.finrank ℂ (fixedStates P) : ℂ) ∧
    P.trace = (P.rank : ℂ) ∧
    P.rank + (1 - P).rank = Fintype.card n ∧
    ∃ k : ℕ, k ≤ Fintype.card n ∧ P.trace = (k : ℂ) := by
  -- add the traces of the two complementary projectors
  have hsum : (P.rank : ℂ) + ((1 - P).rank : ℂ) = (Fintype.card n : ℂ) := by
    rw [← trace_eq_rank hP, ← trace_eq_rank (complement_idempotent hP),
      Matrix.trace_sub, Matrix.trace_one]
    ring
  have hrank : P.rank + (1 - P).rank = Fintype.card n := by exact_mod_cast hsum
  exact ⟨trace_eq_finrank hP, trace_eq_rank hP, hrank,
    P.rank, by omega, trace_eq_rank hP⟩
```

## Idempotence from the rank sum

Now assume only $\operatorname{rank}P+\operatorname{rank}(1-P)=N$. If $Pv=0$, then $(1-P)v=v$, so the kernel of $P$ lies in the range of $1-P$ (`hle`). By rank–nullity,

$$\dim\ker P=N-\operatorname{rank}P=\operatorname{rank}(1-P).$$

The two subspaces have equal dimension and coincide (`heq`). Every vector $(1-P)v$ is then annihilated by $P$, which gives $P(1-P)=0$ (`hz`), that is, $P=P^2$.

```lean
/-- Conversely, a square matrix `P` for which the ranks of `P` and `1 - P` add up to the number
`Fintype.card n` of basis labels is idempotent. -/
theorem idempotent_of_rank_add_rank {P : Matrix n n ℂ}
    (h : P.rank + (1 - P).rank = Fintype.card n) : P * P = P := by
  -- a state annihilated by `P` is reproduced by `1 - P`
  have hle : LinearMap.ker P.mulVecLin ≤ LinearMap.range (1 - P).mulVecLin := by
    intro v hv
    have hv' : P *ᵥ v = 0 := LinearMap.mem_ker.mp hv
    refine ⟨v, ?_⟩
    show (1 - P) *ᵥ v = v
    rw [Matrix.sub_mulVec, Matrix.one_mulVec, hv', sub_zero]
  -- both subspaces have the same dimension, so they coincide
  have hdim := LinearMap.finrank_range_add_finrank_ker P.mulVecLin
  rw [Module.finrank_fintype_fun_eq_card] at hdim
  have heq : LinearMap.ker P.mulVecLin = LinearMap.range (1 - P).mulVecLin := by
    apply Submodule.eq_of_le_of_finrank_eq hle
    unfold Matrix.rank at h
    omega
  have hz : P * (1 - P) = 0 := by
    apply Matrix.toLin'.injective
    refine LinearMap.ext fun v => ?_
    rw [Matrix.toLin'_apply, map_zero, LinearMap.zero_apply, ← Matrix.mulVec_mulVec]
    have hm : (1 - P).mulVecLin v ∈ LinearMap.ker P.mulVecLin := by
      rw [heq]
      exact ⟨v, rfl⟩
    exact LinearMap.mem_ker.mp hm
  rw [mul_sub, mul_one, sub_eq_zero] at hz
  exact hz.symm
```

## Resolutions of the identity

Let finitely many idempotent matrices $P_i$ satisfy $\sum_i P_i=1$, as when a state space is divided into sectors. Then

$$\sum_i\operatorname{rank}P_i=\sum_i\operatorname{tr}P_i=\operatorname{tr}\sum_iP_i=N.$$

The proof follows the displayed line, again in complex numbers first. The condition $P_iP_j=0$ for $i\ne j$ is not assumed, but it follows by hand from the result. The ranges of the $P_i$ together span the whole space, and their dimensions add up to $N$, so every vector is a sum of vectors from these ranges in only one way. For $v$ in the range of $P_j$, both $v=\sum_iP_iv$ and $v=P_jv$ are such sums, hence $P_iv=0$ for $i\ne j$.

```lean
/-- If finitely many idempotent matrices sum to the identity, their ranks add up to the number
`Fintype.card n` of basis labels. -/
theorem sum_rank_of_resolution {ι : Type*} [Fintype ι] (P : ι → Matrix n n ℂ)
    (hP : ∀ i, P i * P i = P i) (hsum : ∑ i, P i = 1) :
    ∑ i, (P i).rank = Fintype.card n := by
  have h : ((∑ i, (P i).rank : ℕ) : ℂ) = (Fintype.card n : ℂ) := by
    rw [Nat.cast_sum, Finset.sum_congr rfl (fun i _ => (trace_eq_rank (hP i)).symm),
      ← Matrix.trace_sum, hsum, Matrix.trace_one]
  exact_mod_cast h
```

## An oblique projector

The two-state matrix from the beginning is now defined for every complex $c$.

```lean
/-- The two by two matrix with rows `(1, c)` and `(0, 0)`. -/
def oblique (c : ℂ) : Matrix (Fin 2) (Fin 2) ℂ := !![1, c; 0, 0]
```

Multiplication gives

$$\begin{pmatrix}1&c\\0&0\end{pmatrix}\begin{pmatrix}1&c\\0&0\end{pmatrix}=\begin{pmatrix}1&c\\0&0\end{pmatrix},$$

which Lean verifies entry by entry. The trace is $1+0=1$, so the rank is 1. With rows and columns numbered from 0, Hermiticity would require $P_{01}=\overline{P_{10}}$, that is, $c=0$. For $c\neq0$ the matrix is therefore an idempotent that is not Hermitian.

```lean
/-- The matrix `oblique c` is idempotent with rank one, and it is not Hermitian when
`c ≠ 0`. -/
theorem oblique_witness (c : ℂ) :
    oblique c * oblique c = oblique c ∧ (oblique c).rank = 1 ∧
    (c ≠ 0 → ¬ (oblique c).IsHermitian) := by
  have hi : oblique c * oblique c = oblique c := by
    ext i j
    fin_cases i <;> fin_cases j <;> simp [oblique, Matrix.mul_apply, Fin.sum_univ_succ]
  refine ⟨hi, ?_, ?_⟩
  · -- the rank is read off from the trace
    have ht : (oblique c).trace = 1 := by simp [oblique, Matrix.trace_fin_two]
    rw [trace_eq_rank hi] at ht
    exact_mod_cast ht
  · intro hc h
    have e : star (0 : ℂ) = c := h.apply 0 1
    rw [star_zero] at e
    exact hc e.symm
```

Its complement has rows $(0,-c)$ and $(0,1)$. Both matrices are idempotent and they sum to the identity, so this pair satisfies the hypotheses on resolutions, with ranks $1+1=2$.

```lean
/-- The matrices `oblique c` and `1 - oblique c` are idempotent and sum to the identity. -/
theorem resolution_witness (c : ℂ) :
    (∀ i, ![oblique c, 1 - oblique c] i * ![oblique c, 1 - oblique c] i
      = ![oblique c, 1 - oblique c] i) ∧
    ∑ i, ![oblique c, 1 - oblique c] i = 1 := by
  have hi := (oblique_witness c).1
  constructor
  · rw [Fin.forall_fin_two]
    exact ⟨hi, complement_idempotent hi⟩
  · rw [Fin.sum_univ_two]
    exact add_sub_cancel (oblique c) 1

end ProjectorTraceRank
```

```lean
#print axioms ProjectorTraceRank.trace_eq_rank
#print axioms ProjectorTraceRank.trace_counts_states
#print axioms ProjectorTraceRank.idempotent_of_rank_add_rank
#print axioms ProjectorTraceRank.sum_rank_of_resolution
```

```
'ProjectorTraceRank.trace_eq_rank' depends on axioms: [propext, Classical.choice, Quot.sound]
'ProjectorTraceRank.trace_counts_states' depends on axioms: [propext, Classical.choice, Quot.sound]
'ProjectorTraceRank.idempotent_of_rank_add_rank' depends on axioms: [propext, Classical.choice, Quot.sound]
'ProjectorTraceRank.sum_rank_of_resolution' depends on axioms: [propext, Classical.choice, Quot.sound]
```

## Counting electrons with an overlap matrix

Non-Hermitian idempotents arise in calculations with nonorthogonal basis functions. Let $S$ be the overlap matrix and let the columns of $C$ hold the coefficients of the occupied spin orbitals, which are taken orthonormal: $C^\dagger SC=1$. With $D=CC^\dagger$,

$$(DS)(DS)=C(C^\dagger SC)C^\dagger S=DS,$$

so $\operatorname{tr}(DS)$ is the dimension of the space that $DS$ leaves unchanged. Every output of $DS=CC^\dagger S$ is a combination of the columns of $C$, and $DS\,C=C$, so this space is spanned by those columns. They are linearly independent, because $Cx=0$ gives $x=C^\dagger SCx=0$. Hence $\operatorname{tr}(DS)$ is the number of occupied spin orbitals. For two normalised functions with overlap $s$ and one electron in the first, $D=\mathrm{diag}(1,0)$ and $DS$ has rows $(1,s)$ and $(0,0)$: it is `oblique s`.

The step from the theorem to an electronic system is the identification of $P$ with such a matrix, built from a single determinant. The hypothesis $P^2=P$ says nothing about where $P$ came from.

A different model would admit only Hermitian projectors, $P=\sum_k u_ku_k^\dagger$ with orthonormal $u_k$. The trace would then follow at once from $u_k^\dagger u_k=1$, but $DS$ would in general be excluded.
